# With One Frequency and a Nonzero Displacement Fixed, the 0–0 Overlap of Two Harmonic Wells Is Largest for a Softer Second Well

An electronic transition moves the minimum of a molecular vibration by a distance $d$ and may change its frequency. How large can the overlap between the two vibrational ground states be, if the first frequency and the distance $d$ are given and the second frequency is free?

Take first frequency $1$ and $d^2=3/4$, in units with $\hbar=m=1$. For second frequency $b$, the squared overlap, derived below, is
$$F(b)=\frac{2\sqrt b}{1+b}\,\exp\!\left(-\frac{3b}{4(1+b)}\right).$$
Three values are quickly computed:

- $F(1)=e^{-3/8}\approx 0.687$
- $F(1/2)=\tfrac{2\sqrt2}{3}\,e^{-1/4}\approx 0.734$
- $F(1/4)=\tfrac45\,e^{-3/20}\approx 0.689$

Equal frequencies lose to $b=1/2$. The prefactor measures how well the widths match, and it is flat at its maximum $b=1$. The exponential still has a nonzero slope there, because a softer second well has a wider ground state that reaches further towards the first. A small decrease of $b$ therefore costs nothing to first order and gains something.

## The optimal frequency and its derivation

Let the first well have frequency $a>0$ and minimum at $0$, and the second frequency $b>0$ and minimum at $d$. The letters $a,b$ stand for what is usually written $\omega$; in these units the ground-state Gaussians have exponents $a/2$ and $b/2$. The claim is that, for fixed $a$ and $d\neq0$, the squared overlap $F(b)$ has its unique maximum over $b>0$ at
$$B=a\left(\sqrt{1+a^2d^4}-a\,d^2\right),\qquad 0<B<a .$$
For $a=1$, $d^2=3/4$ this gives $B=5/4-3/4=1/2$.

**The overlap.** The ground state of frequency $a$ centred at $c$ is $\psi(x)=(a/\pi)^{1/4}e^{-a(x-c)^2/2}$. Its derivatives are $\psi'=-a(x-c)\psi$ and $\psi''=(a^2(x-c)^2-a)\psi$, which is the Schrödinger equation with energy $a/2$. In the product of the two ground states, complete the square:
$$ax^2+b(x-d)^2=(a+b)\left(x-\frac{bd}{a+b}\right)^2+\frac{ab\,d^2}{a+b}.$$
The Gaussian integral gives the overlap
$$\left(\frac{ab}{\pi^2}\right)^{1/4}\sqrt{\frac{2\pi}{a+b}}\;e^{-abd^2/(2(a+b))},$$
and squaring it yields
$$F(b)=\frac{2\sqrt{ab}}{a+b}\,e^{-abd^2/(a+b)}.$$

**The candidate.** Setting the derivative of $\ln F$ to zero,
$$\frac1{2b}-\frac1{a+b}-\frac{a^2d^2}{(a+b)^2}=0,$$
and multiplying by $2b(a+b)^2$ gives $a^2-b^2=2a^2d^2b$. Its positive root is $B$. For $d\ne0$ the right-hand side is positive at $b=B$, so $B<a$.

**The global maximum.** Put $u=b/(a+b)$ and $U=B/(a+B)$. Then $1-u=a/(a+b)$, and
$$F(b)^2=4u(1-u)\,e^{-2ad^2u}.$$
With the ratios $r=u/U$ and $q=(1-u)/(1-U)$,
$$\frac{F(b)^2}{F(B)^2}=r\,q\,e^{-2ad^2(u-U)}.$$
The tangent inequality $t\le e^{t-1}$ is strict for $t\neq1$, and $r\ne1$ when $b\neq B$. Hence $rq<e^{(r-1)+(q-1)}$. The exponent is
$$(r-1)+(q-1)=(u-U)\left(\frac1U-\frac1{1-U}\right)=(u-U)\,\frac{a^2-B^2}{aB}=2ad^2(u-U),$$
where the last step uses the equation for $B$. The exponentials cancel, so $F(b)^2<F(B)^2$. Both factors are positive, hence $F(b)<F(B)$.

## Ground states and the 0–0 factor in Lean

```lean
import Mathlib

open Real MeasureTheory

namespace DisplacedOverlap

noncomputable section
```

The fourth root in the normalisation is written as a nested square root. The arguments `a c x` are frequency, centre and position.

```lean
/-- The Gaussian ground state of a harmonic oscillator of frequency `a > 0` centred at `c`,
in units with `ħ = m = 1`. -/
def groundState (a c x : ℝ) : ℝ :=
  √(√(a / π)) * Real.exp (-(a * (x - c) ^ 2 / 2))
```

The 0–0 Franck–Condon factor is defined as the square of the actual overlap integral over the real line, so the closed formula has to be proved. The displacement `d` may have either sign.

```lean
/-- The 0-0 Franck–Condon factor: the squared overlap of the ground states of two wells with
frequencies `a, b > 0` whose minima are at `0` and `d` respectively. -/
def factor00 (a b d : ℝ) : ℝ :=
  (∫ x, groundState a 0 x * groundState b d x) ^ 2
```

The number called $B$ above has the name `bestFreq`.

```lean
/-- The candidate for the best second frequency, given the first frequency `a` and the
displacement `d`. -/
def bestFreq (a d : ℝ) : ℝ :=
  a * (√(1 + a ^ 2 * d ^ 4) - a * d ^ 2)
```

In a model with one harmonic mode and the same mass in both states, and for transitions that start in the vibrational ground state, this factor is the share of the vibronic band's squared transition moment carried by the 0–0 line. That reading takes the electronic transition dipole to be independent of the nuclear coordinate, a physical approximation that no hypothesis below expresses.

## The Gaussians solve the oscillator problem

The next theorem gives the first derivative of the wavefunction and then the derivative of that expression, which is $2(V-E)\psi$ with $V=a^2(x-c)^2/2$ and $E=a/2$. The proof applies the chain and product rules, and `ring` brings the results to the stated form. That $a/2$ is the lowest level is taken from the standard solution of the oscillator.

```lean
/-- The ground state satisfies `ψ'' = 2 (V - E) ψ` with `V = a² (x - c)² / 2` and `E = a / 2`;
the first derivative is given alongside. -/
theorem groundState_schrodinger (a c x : ℝ) :
    HasDerivAt (groundState a c) (-(a * (x - c)) * groundState a c x) x ∧
    HasDerivAt (fun y => -(a * (y - c)) * groundState a c y)
      (2 * (a ^ 2 * (x - c) ^ 2 / 2 - a / 2) * groundState a c x) x := by
  have hl : HasDerivAt (fun y : ℝ => y - c) 1 x := (hasDerivAt_id' x).sub_const c
  have hq : HasDerivAt (fun y : ℝ => -(a * (y - c) ^ 2 / 2)) (-(a * (x - c))) x := by
    simp only [pow_two]
    exact (((hl.fun_mul hl).const_mul a).div_const 2).fun_neg.congr_deriv (by ring)
  have h1 : HasDerivAt (groundState a c) (-(a * (x - c)) * groundState a c x) x :=
    (hq.exp.const_mul (√(√(a / π)))).congr_deriv (by unfold groundState; ring)
  exact ⟨h1, ((hl.const_mul a).fun_neg.fun_mul h1).congr_deriv (by ring)⟩
```

Normalisation needs $a>0$. The squared wavefunction is a Gaussian, the integral is shifted to the origin, and `integral_gaussian` supplies $\sqrt{\pi/a}$, which cancels the prefactor $\sqrt{a/\pi}$.

```lean
/-- For positive frequency the ground state is normalised. -/
theorem groundState_normalised {a : ℝ} (ha : 0 < a) (c : ℝ) :
    ∫ x, groundState a c x ^ 2 = 1 := by
  have h : ∀ x, groundState a c x ^ 2 = √(a / π) * Real.exp (-a * (x - c) ^ 2) := by
    intro x
    unfold groundState
    rw [mul_pow, Real.sq_sqrt (Real.sqrt_nonneg _), pow_two (Real.exp _), ← Real.exp_add]
    congr 2
    ring
  have s : ∫ x : ℝ, Real.exp (-a * (x - c) ^ 2) = ∫ x : ℝ, Real.exp (-a * x ^ 2) :=
    integral_sub_right_eq_self (fun x : ℝ => Real.exp (-a * x ^ 2)) c
  simp_rw [h]
  rw [integral_const_mul, s, integral_gaussian, ← Real.sqrt_mul (by positivity),
    show a / π * (π / a) = 1 by field_simp, Real.sqrt_one]
```

## The closed form of the overlap

For positive `a` and `b` and any real `d`, the squared integral equals the formula for $F(b)$. The fact `h` is the completed square, with `field_simp` and `ring` checking the identity between the exponents. The fact `s` moves the centre $bd/(a+b)$ to the origin. The facts `h1` to `h4` square the individual factors, `h5` combines the two squared normalisation constants, and the last lines put everything together.

```lean
/-- Closed form of the 0-0 factor for two positive frequencies and any displacement. -/
theorem factor00_eq {a b : ℝ} (ha : 0 < a) (hb : 0 < b) (d : ℝ) :
    factor00 a b d = 2 * √(a * b) / (a + b) * Real.exp (-(a * b * d ^ 2 / (a + b))) := by
  have hab : a + b ≠ 0 := by positivity
  -- complete the square in the product of the two Gaussians
  have h : ∀ x, groundState a 0 x * groundState b d x =
      √(√(a / π)) * √(√(b / π)) * Real.exp (-(a * b * d ^ 2 / (a + b) / 2)) *
        Real.exp (-((a + b) / 2) * (x - b * d / (a + b)) ^ 2) := by
    intro x
    have e : Real.exp (-(a * (x - 0) ^ 2 / 2)) * Real.exp (-(b * (x - d) ^ 2 / 2)) =
        Real.exp (-(a * b * d ^ 2 / (a + b) / 2)) *
          Real.exp (-((a + b) / 2) * (x - b * d / (a + b)) ^ 2) := by
      rw [← Real.exp_add, ← Real.exp_add]
      congr 1
      field_simp
      ring
    unfold groundState
    linear_combination (√(√(a / π)) * √(√(b / π))) * e
  have s : ∫ x : ℝ, Real.exp (-((a + b) / 2) * (x - b * d / (a + b)) ^ 2) =
      ∫ x : ℝ, Real.exp (-((a + b) / 2) * x ^ 2) :=
    integral_sub_right_eq_self (fun x : ℝ => Real.exp (-((a + b) / 2) * x ^ 2)) _
  have h1 : √(√(a / π)) ^ 2 = √a / √π := by
    rw [Real.sq_sqrt (Real.sqrt_nonneg _), Real.sqrt_div ha.le]
  have h2 : √(√(b / π)) ^ 2 = √b / √π := by
    rw [Real.sq_sqrt (Real.sqrt_nonneg _), Real.sqrt_div hb.le]
  have h3 : √(π / ((a + b) / 2)) ^ 2 = π / ((a + b) / 2) := Real.sq_sqrt (by positivity)
  have h4 : Real.exp (-(a * b * d ^ 2 / (a + b) / 2)) ^ 2 =
      Real.exp (-(a * b * d ^ 2 / (a + b))) := by
    rw [pow_two, ← Real.exp_add]
    congr 1
    ring
  have h5 : √a / √π * (√b / √π) = √a * √b / π := by
    rw [div_mul_div_comm, Real.mul_self_sqrt Real.pi_pos.le]
  unfold factor00
  simp_rw [h]
  rw [integral_const_mul, s, integral_gaussian, mul_pow, mul_pow, mul_pow, h1, h2, h3, h4, h5,
    Real.sqrt_mul ha.le]
  generalize Real.exp _ = E
  field_simp
```

Squaring once more removes the root $\sqrt{ab}$ and leaves $4u(1-u)e^{-2ad^2u}$, with $u$ and $1-u$ written out as `b / (a + b)` and `a / (a + b)`.

```lean
/-- The square of the 0-0 factor, for positive frequencies, in terms of the frequency fractions
`b / (a + b)` and `a / (a + b)`. -/
theorem factor00_sq {a b : ℝ} (ha : 0 < a) (hb : 0 < b) (d : ℝ) :
    factor00 a b d ^ 2 =
      4 * (b / (a + b)) * (a / (a + b)) * Real.exp (-(2 * a * d ^ 2 * (b / (a + b)))) := by
  have hs : √(a * b) ^ 2 = a * b := Real.sq_sqrt (by positivity)
  have h1 : (2 * √(a * b) / (a + b)) ^ 2 = 4 * (b / (a + b)) * (a / (a + b)) := by
    linear_combination (4 * ((a + b)⁻¹) ^ 2) * hs
  have h2 : Real.exp (-(a * b * d ^ 2 / (a + b))) ^ 2 =
      Real.exp (-(2 * a * d ^ 2 * (b / (a + b)))) := by
    rw [pow_two, ← Real.exp_add]
    congr 1
    ring
  rw [factor00_eq ha hb, mul_pow, h1, h2]
```

## A strict maximum from the tangent inequality

The next theorem takes any positive `B` that satisfies $a^2-B^2=2a^2d^2B$, the hypothesis `hst`, and concludes that every other positive `b` gives a strictly smaller factor. Although the name contains "stationary", the proof takes no derivative: the condition enters only as an algebraic equation.

The steps match those above. `hr1` says $r\neq1$, `huv` writes $u(1-u)$ as $U(1-U)\,rq$, and `hexp` is the sum of the two tangent exponents, where `hst` is used. After `generalize` has named the ratios `r` and `q`, the facts `hr` and `hq` are the tangent inequalities, strict for `r` only, and `hprod` multiplies them. The lemma `lt_of_pow_lt_pow_left₀` reduces the goal to the squared factors, which the final `calc` compares.

```lean
/-- A positive frequency `B` with `a² - B² = 2 a² d² B` gives a strictly larger 0-0 factor than
every other positive frequency `b`, for fixed `a > 0`. -/
theorem factor00_lt_of_stationary {a b B d : ℝ} (ha : 0 < a) (hb : 0 < b) (hB : 0 < B)
    (hst : a ^ 2 - B ^ 2 = 2 * a ^ 2 * d ^ 2 * B) (hne : b ≠ B) :
    factor00 a b d < factor00 a B d := by
  have hr1 : b * (a + B) / (B * (a + b)) ≠ 1 := by
    intro h
    rw [div_eq_one_iff_eq (by positivity)] at h
    exact hne (mul_left_cancel₀ ha.ne' (by linear_combination h))
  have huv : b / (a + b) * (a / (a + b)) = B / (a + B) * (a / (a + B)) *
      (b * (a + B) / (B * (a + b)) * ((a + B) / (a + b))) := by
    field_simp
  -- by stationarity the two tangent exponents cancel the change in the displacement exponent
  have hexp : b * (a + B) / (B * (a + b)) - 1 + ((a + B) / (a + b) - 1) =
      2 * a * d ^ 2 * (b / (a + b) - B / (a + B)) := by
    have e1 : b * (a + B) / (B * (a + b)) - 1 + ((a + B) / (a + b) - 1) =
        (a - B) * (b - B) / (B * (a + b)) := by
      field_simp
      ring
    have e2 : b / (a + b) - B / (a + B) = a * (b - B) / ((a + b) * (a + B)) := by
      field_simp
      ring
    rw [e1, e2, ← mul_div_assoc, div_eq_div_iff (by positivity) (by positivity)]
    linear_combination ((b - B) * (a + b)) * hst
  have hq0 : 0 < (a + B) / (a + b) := by positivity
  generalize b * (a + B) / (B * (a + b)) = r at *
  generalize (a + B) / (a + b) = q at *
  -- the tangent inequality `t ≤ exp (t - 1)`, strict for `t ≠ 1`
  have hr : r < Real.exp (r - 1) := by
    have := Real.add_one_lt_exp (sub_ne_zero.mpr hr1)
    linarith
  have hq : q ≤ Real.exp (q - 1) := by
    have := Real.add_one_le_exp (q - 1)
    linarith
  have hprod : r * q < Real.exp (r - 1) * Real.exp (q - 1) :=
    mul_lt_mul hr hq hq0 (Real.exp_pos _).le
  have hE : Real.exp (-(2 * a * d ^ 2 * (b / (a + b)))) *
      (Real.exp (r - 1) * Real.exp (q - 1)) =
      Real.exp (-(2 * a * d ^ 2 * (B / (a + B)))) := by
    rw [← Real.exp_add, ← Real.exp_add]
    congr 1
    linear_combination hexp
  apply lt_of_pow_lt_pow_left₀ 2 (by unfold factor00; positivity)
  rw [factor00_sq ha hb, factor00_sq ha hB]
  calc 4 * (b / (a + b)) * (a / (a + b)) * Real.exp (-(2 * a * d ^ 2 * (b / (a + b))))
      = 4 * (B / (a + B)) * (a / (a + B)) *
          Real.exp (-(2 * a * d ^ 2 * (b / (a + b)))) * (r * q) := by
        linear_combination (4 * Real.exp (-(2 * a * d ^ 2 * (b / (a + b))))) * huv
    _ < 4 * (B / (a + B)) * (a / (a + B)) *
          Real.exp (-(2 * a * d ^ 2 * (b / (a + b)))) *
          (Real.exp (r - 1) * Real.exp (q - 1)) :=
        mul_lt_mul_of_pos_left hprod (by positivity)
    _ = 4 * (B / (a + B)) * (a / (a + B)) *
          Real.exp (-(2 * a * d ^ 2 * (B / (a + B)))) := by
        linear_combination (4 * (B / (a + B)) * (a / (a + B))) * hE
```

## The best frequency lies below the first

It remains to show that `bestFreq a d` meets these conditions. Positivity follows from $ad^2<\sqrt{1+a^2d^4}$, and the equation follows from squaring the root. Both hold for every real `d`, including zero.

```lean
/-- For `a > 0` the frequency `bestFreq a d` is positive and solves the stationarity equation
`a² - B² = 2 a² d² B`. -/
theorem bestFreq_stationary {a : ℝ} (ha : 0 < a) (d : ℝ) :
    0 < bestFreq a d ∧
      a ^ 2 - bestFreq a d ^ 2 = 2 * a ^ 2 * d ^ 2 * bestFreq a d := by
  have hs : √(1 + a ^ 2 * d ^ 4) ^ 2 = 1 + a ^ 2 * d ^ 4 := Real.sq_sqrt (by positivity)
  have hlt : a * d ^ 2 < √(1 + a ^ 2 * d ^ 4) := by
    apply Real.lt_sqrt_of_sq_lt
    have : (a * d ^ 2) ^ 2 = a ^ 2 * d ^ 4 := by ring
    linarith
  unfold bestFreq
  exact ⟨mul_pos ha (sub_pos.mpr hlt), by linear_combination (-a ^ 2) * hs⟩
```

The main theorem has three parts for $a>0$ and $d\neq0$: the best frequency is positive, it is smaller than `a`, and every other positive frequency gives a strictly smaller factor. The third part is the previous section's theorem applied to `bestFreq a d`. For the second, the right-hand side of the stationarity equation is positive, so $B^2<a^2$.

```lean
/-- For `a > 0` and nonzero displacement `d`, the 0-0 factor has its unique maximum over
positive second frequencies at `bestFreq a d`, which lies strictly between `0` and `a`. -/
theorem bestFreq_unique_max {a d : ℝ} (ha : 0 < a) (hd : d ≠ 0) :
    0 < bestFreq a d ∧ bestFreq a d < a ∧
      ∀ b, 0 < b → b ≠ bestFreq a d → factor00 a b d < factor00 a (bestFreq a d) d := by
  obtain ⟨hB, hst⟩ := bestFreq_stationary ha d
  refine ⟨hB, ?_, fun b hb hne => factor00_lt_of_stationary ha hb hB hst hne⟩
  have hpos : 0 < 2 * a ^ 2 * d ^ 2 * bestFreq a d := by positivity
  exact lt_of_pow_lt_pow_left₀ 2 ha.le (by linarith)
```

The last theorem settles when matching the frequencies is optimal: for fixed `a`, exactly when $d=0$. If equal frequencies were optimal at some $d\neq0$, the strict inequality at `bestFreq a d` would contradict it. If $d=0$, then $B=a$ satisfies the stationarity equation, since both sides vanish, and the general comparison applies.

Within the one-mode harmonic model, then, at a fixed first frequency and a fixed nonzero displacement, some softer second well gives a larger 0–0 factor than equal frequencies do. A factor close to $1$ still forces nearly equal frequencies, because $F(b)\le 2\sqrt{ab}/(a+b)$.

```lean
/-- For `a > 0`, equal frequencies maximise the 0-0 factor over all positive second frequencies
if and only if the two wells are not displaced. -/
theorem equal_freq_optimal_iff {a : ℝ} (ha : 0 < a) (d : ℝ) :
    (∀ b, 0 < b → factor00 a b d ≤ factor00 a a d) ↔ d = 0 := by
  constructor
  · intro h
    by_contra hd
    obtain ⟨hB, hlt, hmax⟩ := bestFreq_unique_max ha hd
    exact not_lt_of_ge (h _ hB) (hmax a ha hlt.ne')
  · rintro rfl b hb
    by_cases hba : b = a
    · rw [hba]
    · exact (factor00_lt_of_stationary ha hb ha (by ring) hba).le

end

end DisplacedOverlap
```

```lean
#print axioms DisplacedOverlap.groundState_schrodinger
-- 'DisplacedOverlap.groundState_schrodinger' depends on axioms: [propext, Classical.choice, Quot.sound]
#print axioms DisplacedOverlap.groundState_normalised
-- 'DisplacedOverlap.groundState_normalised' depends on axioms: [propext, Classical.choice, Quot.sound]
#print axioms DisplacedOverlap.equal_freq_optimal_iff
-- 'DisplacedOverlap.equal_freq_optimal_iff' depends on axioms: [propext, Classical.choice, Quot.sound]
```
